# In a finite-level pole model, no Hermitian probe sees gain at positive frequency exactly when no pair of levels is inverted

Q: Absorption comes from a Hamiltonian, a state and a perturbation. Where are they in your formal statement?

A: The pole sum itself is taken as the definition of the response, not derived from time evolution. There are finitely many levels \(n\), with energies \(E_n\), real populations \(p_n\) and a probe matrix \(A_{nm}\) in the energy basis. With \(\hbar=1\), frequency \(w\) and broadening \(\eta>0\),

\[
\chi_A(w)=\sum_{n,m}\frac{(p_n-p_m)|A_{nm}|^2}{E_m-E_n-w-i\eta}.
\]

In Lean, `ι` labels the levels, `E` and `p` are real functions on it, and `A` is a complex matrix.

```lean
import Mathlib

open Finset

namespace AbsorptionPositivity

noncomputable section

variable {ι : Type*} [Fintype ι] {E p : ι → ℝ} {A : Matrix ι ι ℂ} {η w : ℝ}

/-- The linear response `χ_A(w)` of levels `E` with populations `p` to the probe `A`,
as a sum over poles with broadening `η`; its domain is `η ≠ 0`. -/
def response (E p : ι → ℝ) (A : Matrix ι ι ℂ) (η w : ℝ) : ℂ :=
  ∑ n, ∑ m, (((p n - p m) * ‖A n m‖ ^ 2 : ℝ) : ℂ) /
    (((E m - E n - w : ℝ) : ℂ) - (η : ℂ) * Complex.I)
```

Q: What does \(\eta\) stand for, and does the sign matter?

A: It stands for a finite linewidth, the same for every transition; the limit \(\eta\to0\) is not taken. The perturbation is taken as \(-f(t)A\) with \(f(t)=\operatorname{Re}(f_0e^{-iwt})\). With this convention and \(-i\eta\) in the denominator, positive \(\operatorname{Im}\chi_A\) at \(w>0\) means absorption and negative means gain.

Three more definitions are needed: a weight for each transition, a probe coupling just two levels, and thermal populations.

```lean
/-- The weight at frequency `w` of a transition with energy difference `Δ`: for `Δ ≠ 0`, it is the
resonant minus the antiresonant Lorentzian, divided by `2 * Δ`; its domain is `η ≠ 0`. -/
def lineWeight (η w Δ : ℝ) : ℝ :=
  2 * w * η / (((Δ - w) ^ 2 + η ^ 2) * ((Δ + w) ^ 2 + η ^ 2))

/-- The probe that couples only the levels `a` and `b`, with unit strength. -/
def pairProbe [DecidableEq ι] (a b : ι) : Matrix ι ι ℂ :=
  Matrix.of fun i j => if (i = a ∧ j = b) ∨ (i = b ∧ j = a) then 1 else 0

/-- The Gibbs populations of the levels `E` at inverse temperature `β`,
for a nonempty set of levels. -/
def gibbs (β : ℝ) (E : ι → ℝ) (n : ι) : ℝ :=
  Real.exp (-β * E n) / ∑ k, Real.exp (-β * E k)
```

Q: Each pair gives a resonant and an antiresonant term of opposite sign. Why should their sum have a definite sign?

A: Start with one pole. If \(z(x-i\eta)=c\) with \(c\) real, the real and imaginary parts read

\[
x\operatorname{Re}z+\eta\operatorname{Im}z=c,\qquad x\operatorname{Im}z-\eta\operatorname{Re}z=0.
\]

Adding \(\eta\) times the first to \(x\) times the second gives \(\operatorname{Im}z=c\eta/(x^2+\eta^2)\). The `linear_combination` line is this step, and `response_im` applies it to every term.

```lean
/-- For `η > 0`, a pole amplitude `z` with `z (x - iη) = c` and `c` real has a Lorentzian
imaginary part. -/
theorem pole_im {x c : ℝ} {z : ℂ} (hη : 0 < η)
    (h : z * ((x : ℂ) - (η : ℂ) * Complex.I) = (c : ℂ)) :
    z.im = c * η / (x ^ 2 + η ^ 2) := by
  have hre := congrArg Complex.re h
  have him := congrArg Complex.im h
  simp at hre him
  have hd : x ^ 2 + η ^ 2 ≠ 0 := by positivity
  rw [eq_div_iff hd]
  linear_combination η * hre + x * him

/-- For `η > 0`, the absorptive part of the response is a sum of Lorentzians weighted by
population differences and squared matrix elements. -/
theorem response_im (hη : 0 < η) :
    (response E p A η w).im =
      ∑ n, ∑ m, (p n - p m) * ‖A n m‖ ^ 2 * η / ((E m - E n - w) ^ 2 + η ^ 2) := by
  unfold response
  rw [Complex.im_sum]
  refine sum_congr rfl fun n _ => ?_
  rw [Complex.im_sum]
  refine sum_congr rfl fun m _ => pole_im hη (div_mul_cancel₀ _ ?_)
  -- the broadening keeps the pole off the real axis
  intro h
  have h' := congrArg Complex.im h
  simp at h'
  linarith
```

Now write \(\Delta=E_m-E_n\). Hermiticity gives \(|A_{mn}|=|A_{nm}|\), so the terms \((n,m)\) and \((m,n)\) add up to

\[
(p_n-p_m)|A_{nm}|^2\,\eta\left[\frac1{(\Delta-w)^2+\eta^2}-\frac1{(\Delta+w)^2+\eta^2}\right]
=2L(\Delta)\,(p_n-p_m)\Delta\,|A_{nm}|^2,
\]

\[
L(\Delta)=\frac{2w\eta}{[(\Delta-w)^2+\eta^2][(\Delta+w)^2+\eta^2]},
\]

because \((\Delta+w)^2-(\Delta-w)^2=4w\Delta\). The double sum visits each pair in both orders, so

\[
\operatorname{Im}\chi_A(w)=\sum_{n,m}L(E_m-E_n)\,(p_n-p_m)(E_m-E_n)\,|A_{nm}|^2 .
\]

In Lean, `double` does the symmetrisation, and `field_simp` with `ring` combines the fractions. For \(w>0\), every \(L\) is positive.

```lean
/-- For `η > 0` and a Hermitian probe, the absorptive part of the response is a sum over ordered
pairs of levels of population difference times energy difference times squared matrix element, with
the weight `lineWeight`. -/
theorem response_im_pairs (hη : 0 < η) (hA : A.IsHermitian) :
    (response E p A η w).im =
      ∑ n, ∑ m, lineWeight η w (E m - E n) * ((p n - p m) * (E m - E n)) * ‖A n m‖ ^ 2 := by
  -- a double sum depends only on the symmetric part of its summand
  have double : ∀ f g : ι → ι → ℝ, (∀ n m, f n m + f m n = 2 * g n m) →
      ∑ n, ∑ m, f n m = ∑ n, ∑ m, g n m := by
    intro f g h
    have hs : ∑ n, ∑ m, f n m = ∑ n, ∑ m, f m n := sum_comm
    have ht : ∑ n, ∑ m, f n m + ∑ n, ∑ m, f m n = 2 * ∑ n, ∑ m, g n m := by
      simp only [← sum_add_distrib, h, mul_sum]
    linarith
  rw [response_im hη]
  refine double _ _ fun n m => ?_
  have hnorm : ‖A m n‖ = ‖A n m‖ := by rw [← hA.apply m n, norm_star]
  have h1 : (E m - E n - w) ^ 2 + η ^ 2 ≠ 0 := by positivity
  have h2 : (E m - E n + w) ^ 2 + η ^ 2 ≠ 0 := by positivity
  rw [hnorm, show E n - E m - w = -(E m - E n + w) by ring, neg_sq]
  unfold lineWeight
  field_simp
  ring

/-- The factor `lineWeight η w Δ` is positive for every real `Δ` if `η > 0` and `w > 0`. -/
theorem lineWeight_pos (hη : 0 < η) (hw : 0 < w) (Δ : ℝ) : 0 < lineWeight η w Δ := by
  unfold lineWeight
  positivity
```

Q: That settles one direction. But an inverted pair could be hidden by strong absorption elsewhere.

A: For one given probe, yes. The statement quantifies over all Hermitian probes, so we may choose one with \(A_{ab}=A_{ba}=1\) and all other entries zero. For \(a\neq b\), only two equal terms survive:

\[
\operatorname{Im}\chi_A(w)=2L(E_b-E_a)\,(p_a-p_b)(E_b-E_a).
\]

```lean
omit [Fintype ι] in
/-- The probe coupling two levels is Hermitian. -/
theorem pairProbe_isHermitian [DecidableEq ι] (a b : ι) :
    (pairProbe a b).IsHermitian := by
  refine Matrix.IsHermitian.ext fun i j => ?_
  have h : ((j = a ∧ i = b) ∨ (j = b ∧ i = a)) ↔
      ((i = a ∧ j = b) ∨ (i = b ∧ j = a)) := by tauto
  simp only [pairProbe, Matrix.of_apply, h]
  split_ifs <;> simp

/-- For `η > 0` and distinct levels `a` and `b`, the absorptive part of the response to
`pairProbe a b` is `2 * lineWeight η w (E b - E a)` times `(p a - p b) * (E b - E a)`. -/
theorem pairProbe_im [DecidableEq ι] (hη : 0 < η) {a b : ι} (hab : a ≠ b) :
    (response E p (pairProbe a b) η w).im =
      2 * lineWeight η w (E b - E a) * ((p a - p b) * (E b - E a)) := by
  have hsq : ∀ n m, ‖pairProbe a b n m‖ ^ 2 =
      (if n = a then (if m = b then (1 : ℝ) else 0) else 0) +
      (if n = b then (if m = a then (1 : ℝ) else 0) else 0) := by
    intro n m
    simp only [pairProbe, Matrix.of_apply]
    split_ifs <;> simp_all
  have pick : ∀ (g : ι → ι → ℝ) (c d : ι),
      ∑ n, ∑ m, g n m * (if n = c then (if m = d then (1 : ℝ) else 0) else 0) = g c d := by
    intro g c d
    rw [sum_eq_single c, sum_eq_single d] <;> simp +contextual
  have heven : lineWeight η w (E a - E b) = lineWeight η w (E b - E a) := by
    unfold lineWeight
    congr 1
    ring
  rw [response_im_pairs hη (pairProbe_isHermitian a b)]
  simp only [hsq, mul_add, sum_add_distrib]
  rw [pick (fun n m => lineWeight η w (E m - E n) * ((p n - p m) * (E m - E n))) a b,
    pick (fun n m => lineWeight η w (E m - E n) * ((p n - p m) * (E m - E n))) b a, heven]
  ring
```

Q: Can I see numbers?

A: Take \(E=(0,1)\), \(p=(\tfrac34,\tfrac14)\), \(\eta=w=1\) and unit coupling. The two Lorentzians give \(\tfrac12(1-\tfrac15)=\tfrac25\). The pair formula has \(L=\tfrac25\) and gives \(2\cdot\tfrac25\cdot\tfrac12=\tfrac25\) as well. Exchanging the populations gives \(-\tfrac25\), which is gain.

Q: So what exactly is the equivalence?

A: Absorption is nonnegative for every Hermitian \(A\) and every \(w>0\) if and only if \((p_n-p_m)(E_m-E_n)\ge0\) for all pairs: a higher level is never more populated than a lower one. Levels of equal energy put no constraint on each other's populations, and the populations need be neither normalised nor positive.

The first theorem below shows that any single \(w>0\) already suffices, because at finite \(\eta\) the Lorentzian tails give every transition a positive weight \(L\) at every \(w>0\). Its forward direction uses the pair probe, with \(n=m\) trivial; its reverse direction sums nonnegative terms. The second theorem takes \(w=1\) going forward and applies the first at each \(w\) going back.

```lean
/-- At any one frequency `w > 0` and for `η > 0`, no Hermitian probe sees gain if and only if
no pair of levels has a population inversion. -/
theorem absorption_nonneg_at_iff (hη : 0 < η) (hw : 0 < w) :
    (∀ A : Matrix ι ι ℂ, A.IsHermitian → 0 ≤ (response E p A η w).im) ↔
      ∀ n m, 0 ≤ (p n - p m) * (E m - E n) := by
  classical
  constructor
  · intro h n m
    by_cases hnm : n = m
    · subst hnm
      simp
    · -- the two-level probe isolates the sign of this pair
      have h' := h (pairProbe n m) (pairProbe_isHermitian n m)
      rw [pairProbe_im hη hnm] at h'
      exact (mul_nonneg_iff_of_pos_left (mul_pos two_pos (lineWeight_pos hη hw _))).1 h'
  · intro h A hA
    rw [response_im_pairs hη hA]
    exact sum_nonneg fun n _ => sum_nonneg fun m _ =>
      mul_nonneg (mul_nonneg (lineWeight_pos hη hw _).le (h n m)) (sq_nonneg _)

/-- For `η > 0`, absorption is nonnegative for all Hermitian probes and all `w > 0` if and only if
`(p n - p m) (E m - E n) ≥ 0` for all pairs of levels. -/
theorem absorption_nonneg_iff (hη : 0 < η) :
    (∀ A : Matrix ι ι ℂ, A.IsHermitian → ∀ w : ℝ, 0 < w → 0 ≤ (response E p A η w).im) ↔
      ∀ n m, 0 ≤ (p n - p m) * (E m - E n) := by
  constructor
  · intro h
    exact (absorption_nonneg_at_iff hη one_pos).1 fun A hA => h A hA 1 one_pos
  · intro h A hA w hw
    exact (absorption_nonneg_at_iff hη hw).2 h A hA
```

Q: When is there no absorption at all?

A: Without inversion, a sum of nonnegative terms vanishes only term by term. Each pair must then have equal populations, equal energies or no coupling.

```lean
/-- Without population inversion, and for `η > 0` and `w > 0`, a Hermitian probe is not absorbed
exactly when each pair of levels has equal populations, equal energies or no coupling. -/
theorem absorption_eq_zero_iff (hη : 0 < η) (hw : 0 < w) (hA : A.IsHermitian)
    (h : ∀ n m, 0 ≤ (p n - p m) * (E m - E n)) :
    (response E p A η w).im = 0 ↔ ∀ n m, p n = p m ∨ E m = E n ∨ A n m = 0 := by
  have hterm : ∀ n m,
      0 ≤ lineWeight η w (E m - E n) * ((p n - p m) * (E m - E n)) * ‖A n m‖ ^ 2 :=
    fun n m => mul_nonneg (mul_nonneg (lineWeight_pos hη hw _).le (h n m)) (sq_nonneg _)
  rw [response_im_pairs hη hA]
  constructor
  · -- a vanishing sum of nonnegative terms vanishes term by term
    intro h0 n m
    have h1 := (sum_eq_zero_iff_of_nonneg
      (fun n _ => sum_nonneg fun m _ => hterm n m)).1 h0 n (mem_univ n)
    have h2 := (sum_eq_zero_iff_of_nonneg (fun m _ => hterm n m)).1 h1 m (mem_univ m)
    have hne := (lineWeight_pos hη hw (E m - E n)).ne'
    simp only [mul_eq_zero, hne, false_or, sub_eq_zero, pow_eq_zero_iff two_ne_zero,
      norm_eq_zero] at h2
    tauto
  · intro h0
    refine sum_eq_zero fun n _ => sum_eq_zero fun m _ => ?_
    rcases h0 n m with e | e | e <;> simp [e]
```

Q: And a thermal state?

A: For inverse temperature \(\beta\ge0\), \(e^{-\beta E}\) does not increase with energy, so Gibbs populations meet the criterion. `hmono` proves this ordering, and the two cases of `le_total` give the sign of the product.

```lean
/-- With Gibbs populations at inverse temperature `β ≥ 0`, and for `η > 0` and `w > 0`,
the absorption of every Hermitian probe is nonnegative. -/
theorem thermal_absorption_nonneg {β : ℝ} (hβ : 0 ≤ β) (hη : 0 < η) (hw : 0 < w)
    (hA : A.IsHermitian) : 0 ≤ (response E (gibbs β E) A η w).im := by
  -- Gibbs populations do not increase with energy
  have hmono : ∀ n m, E n ≤ E m → gibbs β E m ≤ gibbs β E n := by
    intro n m hnm
    unfold gibbs
    refine div_le_div_of_nonneg_right (Real.exp_le_exp.2 ?_)
      (sum_nonneg fun k _ => (Real.exp_pos _).le)
    nlinarith [mul_nonneg hβ (sub_nonneg.2 hnm)]
  refine (absorption_nonneg_at_iff hη hw).2 (fun n m => ?_) A hA
  rcases le_total (E n) (E m) with hnm | hnm
  · exact mul_nonneg (sub_nonneg.2 (hmono n m hnm)) (sub_nonneg.2 hnm)
  · exact mul_nonneg_of_nonpos_of_nonpos (sub_nonpos.2 (hmono m n hnm)) (sub_nonpos.2 hnm)

end

end AbsorptionPositivity
```

Q: What can I take from this for a computed spectrum?

A: If it is a sum over finitely many states of exactly this form, with a Hermitian probe and one common \(\eta>0\), negative absorption at \(w>0\) means either an inverted pair in the populations or an error in the calculation.

```lean
#print axioms AbsorptionPositivity.absorption_nonneg_at_iff
#print axioms AbsorptionPositivity.absorption_nonneg_iff
#print axioms AbsorptionPositivity.absorption_eq_zero_iff
#print axioms AbsorptionPositivity.thermal_absorption_nonneg
```

```
'AbsorptionPositivity.absorption_nonneg_at_iff' depends on axioms: [propext, Classical.choice, Quot.sound]
'AbsorptionPositivity.absorption_nonneg_iff' depends on axioms: [propext, Classical.choice, Quot.sound]
'AbsorptionPositivity.absorption_eq_zero_iff' depends on axioms: [propext, Classical.choice, Quot.sound]
'AbsorptionPositivity.thermal_absorption_nonneg' depends on axioms: [propext, Classical.choice, Quot.sound]
```
